# The product rule for (A − e)φ when the operator, the real energy and the vector all vary

Let a bounded operator A(s), a real number e(s) and a vector φ(s) in a complex inner product space depend on a real parameter s, each differentiable at s = t. The lemma says that (A(s) − e(s))φ(s) then has derivative (A′(t) − e′(t))φ(t) + (A(t) − e(t))φ′(t) at t. The space may be of any dimension; A need not be self-adjoint, φ need not be normalised, and e(s) need not be an eigenvalue of A(s). The attempt differentiates Aφ and eφ separately, subtracts, writes the required equality out with `change`, and leaves the regrouping of terms to `abel`.

In Lean, a first try:

```lean
import Mathlib

open Set
open scoped InnerProductSpace ContDiff

namespace HasDerivAtShiftApply

noncomputable section

local notation "D" => deriv (𝕜 := ℝ)

variable {V : Type*} [NormedAddCommGroup V] [InnerProductSpace ℂ V]
variable {a b t : ℝ} {H : ℝ → V →L[ℂ] V} {ψ : ℝ → V} {E : ℝ → ℝ}

/-- The operator `A - e`, for a real number `e`. -/
def shift (A : V →L[ℂ] V) (e : ℝ) : V →L[ℂ] V := A - (e : ℂ) • ContinuousLinearMap.id ℂ V

/-- Product rule for `(A - e) φ` with differentiable operator, energy and vector. -/
theorem hasDerivAt_shift_apply {A : ℝ → V →L[ℂ] V} {e : ℝ → ℝ} {φ : ℝ → V}
    (hA : DifferentiableAt ℝ A t) (he : DifferentiableAt ℝ e t)
    (hφ : DifferentiableAt ℝ φ t) :
    HasDerivAt (fun s => shift (A s) (e s) (φ s))
      (shift (D A t) (D e t) (φ t) + shift (A t) (e t) (D φ t)) t := by
  have h1 := ((ContinuousLinearMap.restrictScalarsL ℂ V V ℝ ℝ).hasFDerivAt.comp_hasDerivAt t
    hA.hasDerivAt).clm_apply hφ.hasDerivAt
  have h2 := he.hasDerivAt.ofReal_comp.smul hφ.hasDerivAt
  refine (h1.sub h2).congr_deriv ?_
  change (D A t (φ t) + A t (D φ t)) - ((e t : ℂ) • D φ t + (D e t : ℂ) • φ t) =
    (D A t (φ t) - (D e t : ℂ) • φ t) + (A t (D φ t) - (e t : ℂ) • D φ t)
  abel

end

end HasDerivAtShiftApply
```

Lean reports:

```
Main.lean:28:63: error: Application type mismatch: The argument
  e
has type
  ℝ → ℝ
but is expected to have type
  ℝ → ℂ
in the application
  deriv e
Main.lean:29:22: error: Application type mismatch: The argument
  e
has type
  ℝ → ℝ
but is expected to have type
  ℝ → ℂ
in the application
  deriv e
```

Diagnosis. Both messages concern the expression `(D e t : ℂ)`, which occurs once on each side of the equation given to `change`. It was meant as the real derivative of `e`, then regarded as a complex number. But `D` is `deriv` over ℝ, whose values lie in the same space as those of the function it differentiates, and that space is left for Lean to infer. The annotation `: ℂ` makes Lean settle on ℂ, so `deriv` expects a function `ℝ → ℂ` and refuses `e`, which is `ℝ → ℝ`.

The neighbouring `(e t : ℂ)` gives no trouble, because the type of `e` already fixes `e t` as real, and Lean can then convert the number.

The repair writes `((D e t : ℝ) : ℂ)` in both places. The inner annotation has the derivative taken as a real number, and the outer one converts the result to ℂ. The rest of the proof is unchanged.

After these edits no error is left:

```diff
@@ -26,6 +26,6 @@
   have h2 := he.hasDerivAt.ofReal_comp.smul hφ.hasDerivAt
   refine (h1.sub h2).congr_deriv ?_
-  change (D A t (φ t) + A t (D φ t)) - ((e t : ℂ) • D φ t + (D e t : ℂ) • φ t) =
-    (D A t (φ t) - (D e t : ℂ) • φ t) + (A t (D φ t) - (e t : ℂ) • D φ t)
+  change (D A t (φ t) + A t (D φ t)) - ((e t : ℂ) • D φ t + ((D e t : ℝ) : ℂ) • φ t) =
+    (D A t (φ t) - ((D e t : ℝ) : ℂ) • φ t) + (A t (D φ t) - (e t : ℂ) • D φ t)
   abel
 
```
